# Balance with Planck radiation at two temperatures fixes the Einstein relations

If the absorption, stimulated-emission and spontaneous-emission coefficients of a two-level rate model are chosen independently, thermal radiation will in general drive the populations away from their Boltzmann ratio. The model then fails to reach equilibrium with radiation at its own temperature. The problems below find the constraints that prevent this.

```lean
import Mathlib

noncomputable section

namespace EinsteinCoefficients
```

Let \(x=h\nu/kT>0\), with the transition frequency \(\nu\) fixed (the levels are \(h\nu\) apart), so that changing \(x\) means changing the temperature \(T\). The radiation has Planck's spectral energy density

\[
\rho(x)=\frac{c}{e^x-1}.
\]

Here \(c\) is not the speed of light. It stands for the density of field modes times the photon energy, which in vacuum, per unit frequency, is \(8\pi h\nu^3/c_0^3\), with \(c_0\) the speed of light. In Lean, \(\rho(x)\) is `planck c x`.

```lean
/-- Planck's spectral energy density at a fixed frequency, as a function of the reduced transition
energy `x = hν/kT`, with mode prefactor `c`; the physical domain is `x > 0`. -/
def planck (c x : ℝ) : ℝ := c / (Real.exp x - 1)
```

The lower and upper levels have degeneracies \(g_1,g_2\) and populations proportional to \(g_1\) and \(g_2e^{-x}\). The coefficients are \(B_{12}\) for absorption, \(B_{21}\) for stimulated emission and \(A\) for spontaneous emission. `Balanced` is the statement that upward and downward rates agree:

\[
g_1B_{12}\rho=g_2e^{-x}(A+B_{21}\rho).
\]

All quantities are real numbers, and the coefficients do not depend on temperature. Planck's law and the Boltzmann populations are assumed; collisions, other levels and the line shape are left out.

```lean
/-- Balance of absorption against spontaneous and stimulated emission in radiation of density
`ρ`. The level populations are the Boltzmann weights `g1` and `g2 exp(-x)`, up to a common
factor. -/
def Balanced (A B12 B21 g1 g2 ρ x : ℝ) : Prop :=
  g1 * B12 * ρ = g2 * Real.exp (-x) * (A + B21 * ρ)
```

## (a) Clearing Planck's denominator

Show that, for \(x>0\),

\[
\rho(x)(e^x-1)=c.
\]

**Solution.** Since \(e^x\ge 1+x>1\), the denominator is nonzero and cancels. Lean uses the same inequality, `Real.add_one_le_exp`.

```lean
/-- For `x > 0`, Planck's density times `exp x - 1` is the mode prefactor. -/
theorem planck_mul (c : ℝ) {x : ℝ} (hx : 0 < x) :
    planck c x * (Real.exp x - 1) = c := by
  have h : Real.exp x - 1 ≠ 0 := by
    have := Real.add_one_le_exp x
    linarith
  exact div_mul_cancel₀ c h
```

## (b) Balance as a condition on the density

For \(g_2\ne0\) and any density \(\rho\), show that balance is equivalent to

\[
\rho\left(B_{12}\frac{g_1}{g_2}e^x-B_{21}\right)=A.
\]

**Solution.** Multiply the balance equation by \(e^x/g_2\) to get \(B_{12}(g_1/g_2)e^x\rho=A+B_{21}\rho\), then move the last term to the left. Multiplying by \(g_2e^{-x}\) reverses the step. The two `linear_combination` calls carry out these multiplications, with `r` for \(g_1/g_2\).

```lean
/-- For a nonzero upper degeneracy, the rates balance exactly when the radiation density times
the net stimulated coefficient `B12 (g1/g2) exp x - B21` equals the spontaneous coefficient. -/
theorem balanced_iff (A B12 B21 g1 ρ x : ℝ) {g2 : ℝ} (hg2 : g2 ≠ 0) :
    Balanced A B12 B21 g1 g2 ρ x ↔
      ρ * (B12 * (g1 / g2) * Real.exp x - B21) = A := by
  have hE : Real.exp (-x) * Real.exp x = 1 := by
    rw [← Real.exp_add, neg_add_cancel, Real.exp_zero]
  have hr : g1 / g2 * g2 = g1 := div_mul_cancel₀ g1 hg2
  unfold Balanced
  generalize g1 / g2 = r at hr ⊢
  constructor
  · intro h
    apply mul_left_cancel₀ hg2
    linear_combination Real.exp x * h + g2 * (A + B21 * ρ) * hE + ρ * B12 * Real.exp x * hr
  · intro h
    linear_combination g2 * Real.exp (-x) * h - ρ * B12 * hr - g2 * r * ρ * B12 * hE
```

## (c) Two temperatures

Let the rates balance in Planck radiation at distinct \(x,y>0\), with \(g_2,c\ne0\). Show that

\[
g_1B_{12}=g_2B_{21},\qquad A=cB_{21}.
\]

**Solution.** Put \(r=g_1/g_2\). Multiplying (b) by \(e^x-1\) and using (a) gives

\[
c(B_{12}re^x-B_{21})=A(e^x-1),
\]

and likewise at \(y\). These are `kx` and `ky`. Their difference is

\[
(cB_{12}r-A)(e^x-e^y)=0.
\]

As \(e^x\ne e^y\), we have \(A=cB_{12}r\) (`hslope`). Substituting this into the equation at \(x\) leaves \(A=cB_{21}\) (`hA`). Hence \(B_{12}r=B_{21}\) (`hB`), and multiplying by \(g_2\) gives the first relation.

```lean
/-- If the rates balance in Planck radiation at two different positive values of `hν/kT`, then
both Einstein relations hold, provided the mode prefactor and the upper degeneracy are nonzero. -/
theorem relations_of_two_temperatures {A B12 B21 g1 g2 c x y : ℝ}
    (hg2 : g2 ≠ 0) (hc : c ≠ 0) (hx : 0 < x) (hy : 0 < y) (hxy : x ≠ y)
    (bx : Balanced A B12 B21 g1 g2 (planck c x) x)
    (b_y : Balanced A B12 B21 g1 g2 (planck c y) y) :
    g1 * B12 = g2 * B21 ∧ A = c * B21 := by
  rw [balanced_iff _ _ _ _ _ _ hg2] at bx b_y
  have hr : g1 / g2 * g2 = g1 := div_mul_cancel₀ g1 hg2
  generalize g1 / g2 = r at hr bx b_y
  -- Clearing Planck's denominator leaves an equation affine in `exp x`.
  have kx : c * (B12 * r * Real.exp x - B21) = A * (Real.exp x - 1) := by
    linear_combination (Real.exp x - 1) * bx
      - (B12 * r * Real.exp x - B21) * planck_mul c hx
  have ky : c * (B12 * r * Real.exp y - B21) = A * (Real.exp y - 1) := by
    linear_combination (Real.exp y - 1) * b_y
      - (B12 * r * Real.exp y - B21) * planck_mul c hy
  have hne : Real.exp x - Real.exp y ≠ 0 :=
    sub_ne_zero.mpr (fun h => hxy (Real.exp_injective h))
  -- The difference of the two equations fixes the slope; `kx` then fixes the constant term.
  have hprod : (c * B12 * r - A) * (Real.exp x - Real.exp y) = 0 := by
    linear_combination kx - ky
  have hslope : c * B12 * r - A = 0 := (mul_eq_zero.mp hprod).resolve_right hne
  have hA : A = c * B21 := by
    linear_combination kx - Real.exp x * hslope
  have hB : B12 * r = B21 := by
    apply mul_left_cancel₀ hc
    linear_combination hslope + hA
  exact ⟨by linear_combination g2 * hB - B12 * hr, hA⟩
```

## (d) All temperatures

For \(g_2,c>0\), show that

\[
\bigl(\text{balance at every }x>0\bigr)\iff
\bigl(g_1B_{12}=g_2B_{21}\ \text{and}\ A=cB_{21}\bigr).
\]

**Solution.** Forwards, apply (c) at \(x=1\) and \(x=2\). Backwards, (a) gives \(c+\rho=\rho e^x\), so

\[
g_2e^{-x}(A+B_{21}\rho)=g_2e^{-x}B_{21}(c+\rho)=g_2B_{21}\rho=g_1B_{12}\rho.
\]

Once balance is required at every temperature, with known \(c\) and known positive degeneracies, a \(B_{21}\) computed from electronic structure therefore determines \(A\) and \(B_{12}\).

```lean
/-- **Einstein relations.** For positive upper degeneracy and mode prefactor, the rates balance
in Planck radiation at every positive `hν/kT` if and only if `g1 B12 = g2 B21` and
`A = c B21`. -/
theorem einstein_relations (A B12 B21 g1 : ℝ) {g2 c : ℝ} (hg2 : 0 < g2) (hc : 0 < c) :
    (∀ x : ℝ, 0 < x → Balanced A B12 B21 g1 g2 (planck c x) x) ↔
      g1 * B12 = g2 * B21 ∧ A = c * B21 := by
  constructor
  · intro h
    exact relations_of_two_temperatures hg2.ne' hc.ne' one_pos two_pos (by norm_num)
      (h 1 one_pos) (h 2 two_pos)
  · rintro ⟨hB, hA⟩ x hx
    have hE : Real.exp (-x) * Real.exp x = 1 := by
      rw [← Real.exp_add, neg_add_cancel, Real.exp_zero]
    unfold Balanced
    linear_combination planck c x * hB - g2 * Real.exp (-x) * hA
      + g2 * Real.exp (-x) * B21 * planck_mul c hx - g2 * B21 * planck c x * hE
```

## (e) One temperature

Given \(g_1,g_2,c,x>0\), find positive \(A,B_{12},B_{21}\) that balance at this \(x\), yet

\[
g_1B_{12}\ne g_2B_{21},\qquad A\ne cB_{21}.
\]

**Solution.** Take \(B_{21}=1\), \(B_{12}=2g_2/g_1\) and \(A=\rho(2e^x-1)\). Both rates equal \(2g_2\rho\). But \(g_1B_{12}=2g_2\ne g_2\), and \(A-c=\rho e^x>0\) by (a).

```lean
/-- One temperature does not suffice: at any single `x > 0`, for positive degeneracies and mode
prefactor, some positive coefficients balance the rates but violate both Einstein relations. -/
theorem one_temperature_insufficient {g1 g2 c x : ℝ}
    (hg1 : 0 < g1) (hg2 : 0 < g2) (hc : 0 < c) (hx : 0 < x) :
    ∃ A B12 B21 : ℝ, 0 < A ∧ 0 < B12 ∧ 0 < B21 ∧
      Balanced A B12 B21 g1 g2 (planck c x) x ∧
      g1 * B12 ≠ g2 * B21 ∧ A ≠ c * B21 := by
  have hexp : 1 < Real.exp x := by
    have := Real.add_one_le_exp x
    linarith
  have hρ : 0 < planck c x := div_pos hc (by linarith)
  have hE : Real.exp (-x) * Real.exp x = 1 := by
    rw [← Real.exp_add, neg_add_cancel, Real.exp_zero]
  have hg : g1 * (2 * g2 / g1) = 2 * g2 := mul_div_cancel₀ (2 * g2) hg1.ne'
  -- Double the correct absorption coefficient and adjust the spontaneous one to match.
  refine ⟨planck c x * (2 * Real.exp x - 1), 2 * g2 / g1, 1,
    mul_pos hρ (by linarith), by positivity, one_pos, ?_, ?_, ?_⟩
  · unfold Balanced
    linear_combination planck c x * hg - 2 * g2 * planck c x * hE
  · rw [hg]
    intro h
    linarith
  · intro h
    have hpos : 0 < planck c x * Real.exp x := mul_pos hρ (Real.exp_pos x)
    have hzero : planck c x * Real.exp x = 0 := by
      linear_combination h - planck_mul c hx
    exact hpos.ne' hzero
```

## (f) No stimulated emission

Let \(g_2,c\ne0\) and let \(x,y>0\) be distinct. Show that balance at both is impossible if

\[
B_{21}=0,\qquad A\ne0.
\]

**Solution.** Part (c) would give \(A=c\cdot0=0\), a contradiction.

```lean
/-- Without stimulated emission, a nonzero spontaneous coefficient cannot balance absorption
of Planck radiation at two different positive values of `hν/kT`, for nonzero upper degeneracy
and mode prefactor. -/
theorem stimulated_emission_needed {A B12 g1 g2 c x y : ℝ} (hA : A ≠ 0)
    (hg2 : g2 ≠ 0) (hc : c ≠ 0) (hx : 0 < x) (hy : 0 < y) (hxy : x ≠ y) :
    ¬ (Balanced A B12 0 g1 g2 (planck c x) x ∧
      Balanced A B12 0 g1 g2 (planck c y) y) := by
  rintro ⟨bx, b_y⟩
  have h := (relations_of_two_temperatures hg2 hc hx hy hxy bx b_y).2
  exact hA (by rw [h, mul_zero])
```

The subtraction in (c), done by hand for Wien's density \(ce^{-x}\), gives a neighbouring result. Condition (b) becomes \(c(B_{12}r-B_{21}e^{-x})=A\), and balance at two temperatures forces \(B_{21}=0\): Wien radiation leaves no room for stimulated emission.

## (g) Which emission is faster

Let \(A=cB_{21}\) with \(B_{21},c,x>0\). Show that

\[
B_{21}\rho(x)<A\iff x>\log2.
\]

**Solution.** By (a),

\[
A-B_{21}\rho=B_{21}\rho(e^x-2),
\]

which is `hdiff`. The prefactor is positive, so the sign is that of \(e^x-2\). Magnetic resonance at room temperature has \(x\ll1\), so in thermal radiation stimulated emission is the faster of the two.

```lean
/-- If `A = c B21` with `c` and `B21` positive, then in Planck radiation at `x = hν/kT > 0`
spontaneous emission is faster than stimulated emission exactly when `x > log 2`. -/
theorem spontaneous_dominates_iff {A B21 c x : ℝ} (hB : 0 < B21) (hc : 0 < c)
    (hx : 0 < x) (hA : A = c * B21) :
    B21 * planck c x < A ↔ Real.log 2 < x := by
  have hexp : 0 < Real.exp x - 1 := by
    have := Real.add_one_le_exp x
    linarith
  have hp : 0 < B21 * planck c x := mul_pos hB (div_pos hc hexp)
  -- The excess of spontaneous emission is proportional to `exp x - 2`.
  have hdiff : A - B21 * planck c x = B21 * planck c x * (Real.exp x - 2) := by
    linear_combination hA - B21 * planck_mul c hx
  rw [Real.log_lt_iff_lt_exp two_pos, ← sub_pos, hdiff, mul_pos_iff_of_pos_left hp, sub_pos]

end EinsteinCoefficients
```

```lean
#print axioms EinsteinCoefficients.relations_of_two_temperatures
#print axioms EinsteinCoefficients.einstein_relations
#print axioms EinsteinCoefficients.stimulated_emission_needed
#print axioms EinsteinCoefficients.spontaneous_dominates_iff
```

```
'EinsteinCoefficients.relations_of_two_temperatures' depends on axioms: [propext, Classical.choice, Quot.sound]
'EinsteinCoefficients.einstein_relations' depends on axioms: [propext, Classical.choice, Quot.sound]
'EinsteinCoefficients.stimulated_emission_needed' depends on axioms: [propext, Classical.choice, Quot.sound]
'EinsteinCoefficients.spontaneous_dominates_iff' depends on axioms: [propext, Classical.choice, Quot.sound]
```
